# Colpa's diagonalisation of a factorised boson Hamiltonian, and its failure for a pair with $B>|A|$

Let $S$ be diagonal with entries $\pm1$, let $H=K^\dagger K$ with $K$ invertible, and suppose that $KSK^\dagger=U\,SE\,U^\dagger$ with $U$ unitary and $E$ diagonal and nonnegative. Then $T=K^{-1}U\sqrt E$ satisfies

$$T^\dagger S T=S,\qquad T^\dagger H T=E,\qquad SHT=T\,SE .$$

For the boson pair $H=\begin{pmatrix}A&B\\B&A\end{pmatrix}$ with real $B>|A|$, the eigenvalues of $\sigma_zH$ are $\pm i\sqrt{B^2-A^2}$, and no such diagonalisation exists.

The factorisation of $H$ and the diagonal form of $KSK^\dagger$ are hypotheses here. For a positive definite $H$ they come from the Cholesky decomposition, the spectral theorem and Sylvester's law of inertia, which supply the existence part of Colpa's method.

## Metric, modes and transformation

Take a quadratic Hamiltonian $\Psi^\dagger H\Psi$ whose vector $\Psi$ collects annihilation and creation operators of distinct modes, such as $(a_{\mathbf k},a^\dagger_{-\mathbf k})$. The commutators are $[\Psi_i,\Psi_j^\dagger]=S_{ij}$, and with $\hbar=1$ the equation of motion is $i\dot\Psi=SH\Psi$. The Lean file treats the matrices only, not the operators. Their components are labelled by an arbitrary finite type `n`.

```lean
import Mathlib

open Matrix

namespace ColpaBosonDiagonalization

noncomputable section

variable {n : Type*} [Fintype n] [DecidableEq n]
```

The signs in $S$ and the energies in $E$ are real, while the matrices are complex. `realDiag` places a real vector on the diagonal of a complex matrix.

```lean
/-- The complex diagonal matrix with the real entries `v`. -/
def realDiag (v : n → ℝ) : Matrix n n ℂ := diagonal (fun i => (v i : ℂ))
```

A change of operators $\Psi=T\Phi$ must keep the commutators. The condition is stated as $T^\dagger ST=S$.

```lean
/-- `T` is paraunitary for the matrix `S`: `Tᴴ S T = S`. -/
def Paraunitary (S T : Matrix n n ℂ) : Prop := Tᴴ * S * T = S
```

A mode frequency $w$ is an eigenvalue: $Mx=wx$ for some $x\neq0$. It may be complex.

```lean
/-- `w` is a mode frequency of the dynamical matrix `M`: an eigenvalue with a nonzero
eigenvector. -/
def IsMode (M : Matrix n n ℂ) (w : ℂ) : Prop := ∃ x : n → ℂ, x ≠ 0 ∧ M *ᵥ x = w • x
```

Colpa's transformation is $T=K^{-1}U\sqrt E$, with $E=\mathrm{diag}(\varepsilon_i)$.

```lean
/-- Colpa's transformation `K⁻¹ U √E`. -/
def colpaT (K U : Matrix n n ℂ) (ε : n → ℝ) : Matrix n n ℂ :=
  K⁻¹ * U * realDiag (fun i => √(ε i))
```

The pair has a diagonal term $A$ and a pairing term $B$, both real.

```lean
/-- The Hamiltonian matrix of a boson pair with diagonal term `A` and pairing term `B`. -/
def pairHamiltonian (A B : ℝ) : Matrix (Fin 2) (Fin 2) ℂ :=
  !![(A : ℂ), (B : ℂ); (B : ℂ), (A : ℂ)]
```

For the components $(a_{\mathbf k},a^\dagger_{-\mathbf k})$ with $\mathbf k\neq0$ the metric is $\sigma_z=\mathrm{diag}(1,-1)$, since $[a_{\mathbf k},a^\dagger_{\mathbf k}]=1$ and $[a^\dagger_{-\mathbf k},a_{-\mathbf k}]=-1$.

```lean
/-- The metric of one particle and one hole component, the Pauli matrix `σz`. -/
def sigmaZ : Matrix (Fin 2) (Fin 2) ℂ := realDiag ![1, -1]
```

## From one metric relation to the other

Diagonal matrices multiply entry by entry.

```lean
/-- Real diagonal matrices multiply entry by entry. -/
theorem realDiag_mul (v w : n → ℝ) :
    realDiag v * realDiag w = realDiag (fun i => v i * w i) := by
  simp [realDiag, diagonal_mul_diagonal]
```

Since $(\pm1)^2=1$, it follows that $S^2=1$.

```lean
/-- A diagonal metric with entries `1` or `-1` squares to the identity. -/
theorem metric_sq {s : n → ℝ} (hs : ∀ i, s i = 1 ∨ s i = -1) :
    realDiag s * realDiag s = 1 := by
  have h : (fun i => s i * s i) = fun _ => (1 : ℝ) := by
    funext i
    rcases hs i with h | h <;> rw [h] <;> norm_num
  rw [realDiag_mul, h]
  simp [realDiag]
```

Colpa's construction naturally gives $TST^\dagger=S$, with the dagger on the other side. Multiplying by $S$ from the right gives

$$T\,(ST^\dagger S)=1 .$$

So $ST^\dagger S$ is a right inverse of $T$. For square matrices it is also a left inverse, $(ST^\dagger S)\,T=1$, and multiplying by $S$ from the left gives $T^\dagger ST=S$.

The proof turns on the exchange of the two factors, which is Mathlib's `mul_eq_one_comm`. For square matrices with a finite index it converts $XY=1$ into $YX=1$ without a separate proof that $X$ is invertible. Finiteness matters: on an infinite-dimensional space a shift operator can have an inverse on one side only. In the code, `h1` is the right-inverse relation and `h2` the left-inverse relation. The remaining `calc` steps regroup products and use $S^2=1$.

```lean
/-- If `T S Tᴴ = S` and `S² = 1`, then `T` is paraunitary. -/
theorem paraunitary_of_dual {S T : Matrix n n ℂ} (hS : S * S = 1)
    (h : T * S * Tᴴ = S) : Paraunitary S T := by
  have h1 : T * (S * Tᴴ * S) = 1 := by
    calc T * (S * Tᴴ * S) = (T * S * Tᴴ) * S := by simp only [mul_assoc]
      _ = 1 := by rw [h, hS]
  -- a right inverse of a square matrix is also a left inverse
  have h2 : (S * Tᴴ * S) * T = 1 := mul_eq_one_comm.mp h1
  calc Tᴴ * S * T = (S * S) * (Tᴴ * S * T) := by rw [hS, one_mul]
    _ = S * ((S * Tᴴ * S) * T) := by simp only [mul_assoc]
    _ = S := by rw [h2, mul_one]
```

The same lemma, applied to $T^\dagger$, leads back from $T^\dagger ST=S$ to $TST^\dagger=S$. If also $T^\dagger HT=D$, then

$$SHT=(TST^\dagger)HT=TS(T^\dagger HT)=T\,SD .$$

```lean
/-- If `S² = 1`, a paraunitary `T` with `Tᴴ H T = D` satisfies `S H T = T S D`. -/
theorem equation_of_motion {S T H D : Matrix n n ℂ} (hS : S * S = 1)
    (hT : Paraunitary S T) (hD : Tᴴ * H * T = D) : S * H * T = T * (S * D) := by
  have h : Tᴴᴴ * S * Tᴴ = S := by
    apply paraunitary_of_dual hS
    rw [conjTranspose_conjTranspose]
    exact hT
  rw [conjTranspose_conjTranspose] at h
  calc S * H * T = (T * S * Tᴴ) * H * T := by rw [h]
    _ = T * (S * (Tᴴ * H * T)) := by simp only [mul_assoc]
    _ = T * (S * D) := by rw [hD]
```

## Colpa's construction

Diagonal matrices commute, so $\sqrt E\,S\sqrt E=SE$. Therefore

$$TST^\dagger=K^{-1}U\,SE\,U^\dagger(K^{-1})^\dagger=K^{-1}\,KSK^\dagger\,(K^{-1})^\dagger=S,$$

and the preceding lemma gives $T^\dagger ST=S$. For the energy, $KT=U\sqrt E$, hence

$$T^\dagger HT=(KT)^\dagger(KT)=\sqrt E\,U^\dagger U\sqrt E=E .$$

The equation of motion follows with $D=E$.

In the theorem, `hs` fixes the signs, `hK` and `hH` give the factorisation, and `hdiag` is the assumed diagonal form of $KSK^\dagger$. The matrix `R` is $\sqrt E$. The facts `hRS` and `hRR` say that it commutes with $S$ and squares to $E$; the latter uses `hε`, the condition $\varepsilon_i\ge0$. The first displayed chain is `hpara` and the second is `hE`. Nonnegative energies are in fact positive here, because $KSK^\dagger$ is invertible.

```lean
/-- The algebraic step of Colpa's method. Let `S` be diagonal with entries `1` or `-1`, `K`
invertible, `U` unitary and `E` diagonal with nonnegative entries. If `H = Kᴴ K` and `K S Kᴴ = U S E
Uᴴ`, then `T = K⁻¹ U √E` satisfies `Tᴴ S T = S`, `Tᴴ H T = E` and `S H T = T S E`. -/
theorem colpa {s ε : n → ℝ} {H K U : Matrix n n ℂ}
    (hs : ∀ i, s i = 1 ∨ s i = -1) (hε : ∀ i, 0 ≤ ε i)
    (hK : IsUnit K) (hH : H = Kᴴ * K) (hU : U ∈ unitaryGroup n ℂ)
    (hdiag : K * realDiag s * Kᴴ = U * (realDiag s * realDiag ε) * Uᴴ) :
    Paraunitary (realDiag s) (colpaT K U ε) ∧
    (colpaT K U ε)ᴴ * H * colpaT K U ε = realDiag ε ∧
    realDiag s * H * colpaT K U ε = colpaT K U ε * (realDiag s * realDiag ε) := by
  have hdet := (isUnit_iff_isUnit_det K).mp hK
  have hl : K⁻¹ * K = 1 := nonsing_inv_mul K hdet
  have hr : K * K⁻¹ = 1 := mul_nonsing_inv K hdet
  have hl' : Kᴴ * (K⁻¹)ᴴ = 1 := by rw [← conjTranspose_mul, hl, conjTranspose_one]
  have hUU : Uᴴ * U = 1 := mem_unitaryGroup_iff'.mp hU
  obtain ⟨R, hRdef⟩ : ∃ R, R = realDiag (fun i => √(ε i)) := ⟨_, rfl⟩
  have hRH : Rᴴ = R := by
    rw [hRdef]
    ext i j
    by_cases h : i = j
    · subst h
      simp [realDiag]
    · simp [realDiag, h, Ne.symm h]
  have hRR : R * R = realDiag ε := by
    rw [hRdef, realDiag_mul]
    congr 1
    funext i
    exact Real.mul_self_sqrt (hε i)
  have hRS : R * realDiag s = realDiag s * R := by
    rw [hRdef, realDiag_mul, realDiag_mul]
    congr 1
    funext i
    ring
  have hT : colpaT K U ε = K⁻¹ * U * R := by rw [hRdef]; rfl
  have hTH : (K⁻¹ * U * R)ᴴ = R * Uᴴ * (K⁻¹)ᴴ := by
    rw [conjTranspose_mul, conjTranspose_mul, hRH, mul_assoc]
  -- the factorisation of K S Kᴴ gives the dual metric relation
  have hpara : Paraunitary (realDiag s) (K⁻¹ * U * R) := by
    apply paraunitary_of_dual (metric_sq hs)
    rw [hTH]
    calc K⁻¹ * U * R * realDiag s * (R * Uᴴ * (K⁻¹)ᴴ)
        = K⁻¹ * (U * ((R * realDiag s) * R) * Uᴴ) * (K⁻¹)ᴴ := by simp only [mul_assoc]
      _ = K⁻¹ * (K * realDiag s * Kᴴ) * (K⁻¹)ᴴ := by
          rw [hRS, mul_assoc (realDiag s) R R, hRR, hdiag]
      _ = (K⁻¹ * K) * realDiag s * (Kᴴ * (K⁻¹)ᴴ) := by simp only [mul_assoc]
      _ = realDiag s := by rw [hl, hl', one_mul, mul_one]
  -- K T = U √E turns the energy form into E
  have hKT : K * (K⁻¹ * U * R) = U * R := by
    rw [← mul_assoc, ← mul_assoc, hr, one_mul]
  have hE : (K⁻¹ * U * R)ᴴ * H * (K⁻¹ * U * R) = realDiag ε := by
    calc (K⁻¹ * U * R)ᴴ * H * (K⁻¹ * U * R)
        = (K * (K⁻¹ * U * R))ᴴ * (K * (K⁻¹ * U * R)) := by
          rw [hH, conjTranspose_mul K]
          simp only [mul_assoc]
      _ = R * (Uᴴ * U) * R := by
          rw [hKT, conjTranspose_mul, hRH]
          simp only [mul_assoc]
      _ = realDiag ε := by rw [hUU, mul_one, hRR]
  rw [hT]
  exact ⟨hpara, hE, equation_of_motion (metric_sq hs) hpara hE⟩
```

The hypotheses are met by a stable pair. For real $|b|<a$ take $K=\begin{pmatrix}a&b\\b&a\end{pmatrix}$ and $U=1$. Then

$$K^\dagger K=\begin{pmatrix}a^2+b^2&2ab\\2ab&a^2+b^2\end{pmatrix},\qquad K\sigma_zK^\dagger=(a^2-b^2)\,\sigma_z .$$

This is the pair Hamiltonian with $A=a^2+b^2$ and $B=2ab$, and both energies equal $a^2-b^2>0$. Lean obtains invertibility from $\det K=a^2-b^2$ and compares the matrices entry by entry.

```lean
/-- For `|b| < a`, the number `a² - b²` is positive and the matrix `K = [[a, b], [b, a]]` is
invertible. Moreover `Kᴴ K` is the pair Hamiltonian with `A = a² + b²` and `B = 2ab`, and `K σz Kᴴ =
U σz E Uᴴ` with `U = 1` and both entries of `E` equal to `a² - b²`. -/
theorem colpa_witness {a b : ℝ} (h : |b| < a) :
    0 < a ^ 2 - b ^ 2 ∧ IsUnit (pairHamiltonian a b) ∧
    pairHamiltonian (a ^ 2 + b ^ 2) (2 * a * b)
      = (pairHamiltonian a b)ᴴ * pairHamiltonian a b ∧
    pairHamiltonian a b * sigmaZ * (pairHamiltonian a b)ᴴ
      = 1 * (sigmaZ * realDiag (fun _ => a ^ 2 - b ^ 2)) * 1ᴴ := by
  obtain ⟨h1, h2⟩ := abs_lt.mp h
  have hpos : 0 < a ^ 2 - b ^ 2 := by
    nlinarith [mul_pos (sub_pos.mpr h2) (by linarith : 0 < a + b)]
  refine ⟨hpos, ?_, ?_, ?_⟩
  · have hd : (pairHamiltonian a b).det = ((a ^ 2 - b ^ 2 : ℝ) : ℂ) := by
      rw [pairHamiltonian, det_fin_two_of]
      push_cast
      ring
    rw [isUnit_iff_isUnit_det, hd]
    exact isUnit_iff_ne_zero.mpr (Complex.ofReal_ne_zero.mpr hpos.ne')
  · ext i j
    fin_cases i <;> fin_cases j <;>
      simp [pairHamiltonian, Matrix.mul_apply, Fin.sum_univ_succ] <;> ring
  · ext i j
    fin_cases i <;> fin_cases j <;>
      simp [pairHamiltonian, sigmaZ, realDiag, Matrix.mul_apply, Fin.sum_univ_succ,
        diagonal_apply, vecMul_diagonal] <;> ring
```

## Diagonalisation implies real frequencies

Let $T$ be any paraunitary matrix with $T^\dagger HT=E$, where $E$ is real and diagonal but may have entries of either sign. With $e_j$ the $j$-th unit vector, the equation of motion gives

$$SH\,(Te_j)=T\,SE\,e_j=s_j\varepsilon_j\,(Te_j).$$

The vector $Te_j$ is nonzero because $T$ has the left inverse $ST^\dagger S$. So each real number $s_j\varepsilon_j$ is a mode frequency. In Lean, $e_j$ is `Pi.single j 1`, and no factorisation of $H$ is required.

```lean
/-- Let `S` be the diagonal matrix with entries `s i`, each `1` or `-1`. If `T` is paraunitary for
`S` and `Tᴴ H T` is diagonal with real entries `ε i`, every real number `s j * ε j` is a mode
frequency of `S H`. -/
theorem real_modes {s ε : n → ℝ} {H T : Matrix n n ℂ} (hs : ∀ i, s i = 1 ∨ s i = -1)
    (hT : Paraunitary (realDiag s) T) (hD : Tᴴ * H * T = realDiag ε) (j : n) :
    IsMode (realDiag s * H) ((s j * ε j : ℝ) : ℂ) := by
  have hinv : (realDiag s * Tᴴ * realDiag s) * T = 1 := by
    calc (realDiag s * Tᴴ * realDiag s) * T
        = realDiag s * (Tᴴ * realDiag s * T) := by simp only [mul_assoc]
      _ = 1 := by rw [show Tᴴ * realDiag s * T = realDiag s from hT, metric_sq hs]
  -- the eigenvector is the j-th column of T
  refine ⟨T *ᵥ Pi.single j 1, ?_, ?_⟩
  · intro h0
    have h1 := congrArg (fun x => (realDiag s * Tᴴ * realDiag s) *ᵥ x) h0
    simp only [mulVec_mulVec, hinv, one_mulVec, mulVec_zero] at h1
    have h2 := congrFun h1 j
    simp at h2
  · have he : realDiag (fun i => s i * ε i) *ᵥ (Pi.single j 1 : n → ℂ)
        = ((s j * ε j : ℝ) : ℂ) • (Pi.single j 1 : n → ℂ) := by
      ext i
      by_cases h : i = j
      · subst h
        simp [realDiag, mulVec_diagonal]
      · simp [realDiag, mulVec_diagonal, h]
    rw [mulVec_mulVec, equation_of_motion (metric_sq hs) hT hD, realDiag_mul,
      ← mulVec_mulVec, he, mulVec_smul]
```

## The pair with strong pairing

For the pair,

$$\det(\sigma_zH-w)=\det\begin{pmatrix}A-w&B\\-B&-A-w\end{pmatrix}=w^2-(A^2-B^2).$$

A nonzero eigenvector exists exactly when this determinant vanishes. `key` computes it, and `exists_mulVec_eq_zero_iff` links it to the eigenvector.

```lean
/-- The mode frequencies `w` of `σz H` for the boson pair are the solutions of
`w² = A² - B²`. -/
theorem pair_modes (A B : ℝ) (w : ℂ) :
    IsMode (sigmaZ * pairHamiltonian A B) w ↔ w ^ 2 = (A : ℂ) ^ 2 - (B : ℂ) ^ 2 := by
  have key : (sigmaZ * pairHamiltonian A B - w • (1 : Matrix (Fin 2) (Fin 2) ℂ)).det
      = w ^ 2 - ((A : ℂ) ^ 2 - (B : ℂ) ^ 2) := by
    simp [det_fin_two, sigmaZ, realDiag, pairHamiltonian, diagonal_mul]
    ring
  have e : w ^ 2 = (A : ℂ) ^ 2 - (B : ℂ) ^ 2 ↔
      (sigmaZ * pairHamiltonian A B - w • (1 : Matrix (Fin 2) (Fin 2) ℂ)).det = 0 := by
    rw [key, sub_eq_zero]
  rw [e, ← exists_mulVec_eq_zero_iff]
  simp only [IsMode, sub_mulVec, smul_mulVec, one_mulVec, sub_eq_zero]
```

If $B>|A|$, then $B^2-A^2>0$, and $w^2=A^2-B^2$ has exactly the two solutions $w=\pm i\sqrt{B^2-A^2}$, both nonzero. The code checks the square of one root and then uses the fact that equal squares mean equal or opposite numbers.

In the Bogoliubov approximation, which keeps only quadratic terms, such a frequency signals a dynamical instability of a homogeneous condensate: with time dependence $e^{-iwt}$, the root with positive imaginary part grows exponentially. For a contact attraction and a real condensate amplitude, $B$ is negative. The phase change $a_{-\mathbf k}\to-a_{-\mathbf k}$ reverses its sign and keeps the commutators, so the same conclusions hold whenever $|B|>|A|$.

```lean
/-- For `B > |A|` the mode frequencies of `σz H` are exactly the two nonzero imaginary numbers
`± i √(B² - A²)`. -/
theorem pair_unstable {A B : ℝ} (h : |A| < B) :
    0 < √(B ^ 2 - A ^ 2) ∧ ∀ w : ℂ, IsMode (sigmaZ * pairHamiltonian A B) w ↔
      w = Complex.I * (√(B ^ 2 - A ^ 2) : ℝ) ∨ w = -(Complex.I * (√(B ^ 2 - A ^ 2) : ℝ)) := by
  obtain ⟨h1, h2⟩ := abs_lt.mp h
  have hpos : 0 < B ^ 2 - A ^ 2 := by
    nlinarith [mul_pos (sub_pos.mpr h2) (by linarith : 0 < B + A)]
  refine ⟨Real.sqrt_pos.mpr hpos, fun w => ?_⟩
  have hsq : (Complex.I * (√(B ^ 2 - A ^ 2) : ℝ)) ^ 2 = (A : ℂ) ^ 2 - (B : ℂ) ^ 2 := by
    rw [mul_pow, Complex.I_sq, ← Complex.ofReal_pow, Real.sq_sqrt hpos.le]
    push_cast
    ring
  rw [pair_modes, ← hsq, sq_eq_sq_iff_eq_or_eq_neg]
```

A paraunitary diagonalisation would make the real number $s_0\varepsilon_0$ a mode frequency. Its square would then be

$$(s_0\varepsilon_0)^2=A^2-B^2<0,$$

which is impossible. The Lean proof combines `real_modes` at index 0 with `pair_modes`, and `nlinarith` closes the contradiction. The exclusion covers real diagonal forms of any sign, not only positive ones.

```lean
/-- For `B > |A|` no paraunitary transformation brings the pair Hamiltonian to a real
diagonal form. -/
theorem pair_not_diagonalizable {A B : ℝ} (h : |A| < B) :
    ¬ ∃ (T : Matrix (Fin 2) (Fin 2) ℂ) (ε : Fin 2 → ℝ),
      Paraunitary sigmaZ T ∧ Tᴴ * pairHamiltonian A B * T = realDiag ε := by
  rintro ⟨T, ε, hT, hD⟩
  have hs : ∀ i : Fin 2, (![1, -1] : Fin 2 → ℝ) i = 1 ∨ (![1, -1] : Fin 2 → ℝ) i = -1 := by
    intro i
    fin_cases i <;> simp
  -- a real frequency would have a negative square
  have hm := (pair_modes A B _).mp (real_modes hs hT hD 0)
  have hreal : ((![1, -1] : Fin 2 → ℝ) 0 * ε 0) ^ 2 = A ^ 2 - B ^ 2 := by exact_mod_cast hm
  obtain ⟨h1, h2⟩ := abs_lt.mp h
  nlinarith [mul_pos (sub_pos.mpr h2) (by linarith : 0 < B + A),
    sq_nonneg ((![1, -1] : Fin 2 → ℝ) 0 * ε 0)]

end

end ColpaBosonDiagonalization
```

```lean
#print axioms ColpaBosonDiagonalization.colpa
#print axioms ColpaBosonDiagonalization.pair_unstable
#print axioms ColpaBosonDiagonalization.pair_not_diagonalizable
```

```
'ColpaBosonDiagonalization.colpa' depends on axioms: [propext, Classical.choice, Quot.sound]
'ColpaBosonDiagonalization.pair_unstable' depends on axioms: [propext, Classical.choice, Quot.sound]
'ColpaBosonDiagonalization.pair_not_diagonalizable' depends on axioms: [propext, Classical.choice, Quot.sound]
```
